# In a finite Hermitian tight-binding matrix, deleting a site lowers a level's degeneracy by one exactly when some state of the level has amplitude there

The simplest model of a vacancy in a tight-binding or Hückel calculation strikes out the row and column of the missing site and diagonalises what is left. The eigenvectors of the intact system already tell whether a given level, for instance the nonbonding one, will lose a state. If some state of the level has nonzero amplitude at the site, the degeneracy falls by exactly one; if all of them have a node there, it does not fall.

In code, the test has to respect degeneracy, because an eigensolver returns an arbitrary basis of a degenerate level. With a complete orthonormal basis $\psi^{(k)}$ of the level, compute the weight $w_a=\sum_k|\psi^{(k)}_a|^2$ at site $a$. It does not depend on the basis, and it is nonzero exactly when some state of the level has amplitude at $a$. In floating-point arithmetic both the grouping of energies into a level and the test $w_a\neq 0$ need a tolerance.

## The Hamiltonian, its levels and the deleted site

The Hamiltonian $H$ is a matrix over a finite set `n` of sites, with one orthonormal orbital per site. Its entries lie in `𝕜`, which is either the real or the complex numbers.

In Lean 4 with Mathlib:

```lean
import Mathlib

open Matrix

namespace NonbondingSiteRemoval

noncomputable section

variable {𝕜 : Type*} [RCLike 𝕜] {n : Type*} [Fintype n] [DecidableEq n]
```

For a real energy $E$, the level space is
$$V_E(H)=\{\psi : H\psi=E\psi\},$$
written as the kernel of $H-E$. It contains the zero vector, and it contains nothing else when $E$ is not an eigenvalue.

```lean
/-- The space of all states `ψ` with `H ψ = E ψ`. -/
def levelSpace {m : Type*} [Fintype m] (H : Matrix m m 𝕜) (E : ℝ) : Submodule 𝕜 (m → 𝕜) :=
  LinearMap.ker (H.mulVecLin - (E : 𝕜) • LinearMap.id)
```

The degeneracy is the dimension $d_E(H)=\dim V_E(H)$. It counts orbitals, so spin enters only if the index set includes it.

```lean
/-- The degeneracy of the energy `E`: the number of independent states with `H ψ = E ψ`. -/
def degeneracy {m : Type*} [Fintype m] (H : Matrix m m 𝕜) (E : ℝ) : ℕ :=
  Module.finrank 𝕜 (levelSpace H E)
```

Write $H'$ for the matrix that remains when row and column $a$ are removed. Its index type `{i // i ≠ a}` is the set of sites other than $a$. All remaining on-site energies and hoppings keep their values, so relaxation around the vacancy is not in the model. An atom that carries several orbitals needs several deletions.

```lean
/-- The Hamiltonian left after the row and column of site `a` are deleted. -/
def deleteSite {m : Type*} (H : Matrix m m 𝕜) (a : m) :
    Matrix {i // i ≠ a} {i // i ≠ a} 𝕜 :=
  H.submatrix Subtype.val Subtype.val
```

Membership in the level space is the eigenvalue equation, since $(H-E)\psi=0$ means $H\psi=E\psi$.

```lean
/-- A state belongs to the level space exactly when it solves `H ψ = E ψ`. -/
theorem mem_levelSpace {m : Type*} [Fintype m] {H : Matrix m m 𝕜} {E : ℝ} {ψ : m → 𝕜} :
    ψ ∈ levelSpace H E ↔ H *ᵥ ψ = (E : 𝕜) • ψ := by
  rw [levelSpace, LinearMap.mem_ker]
  change H *ᵥ ψ - (E : 𝕜) • ψ = 0 ↔ _
  exact sub_eq_zero
```

## When solutions of the reduced problem extend by zero

Suppose $\chi_a=0$. For every site $i\neq a$,
$$(H\chi)_i=H_{ia}\chi_a+\sum_{j\neq a}H_{ij}\chi_j=\sum_{j\neq a}H_{ij}\chi_j,$$
which is the reduced matrix acting on the restriction of $\chi$. The proof splits off the term $j=a$ from the full sum in the same way.

```lean
/-- On a state with zero amplitude at `a`, the full and the reduced Hamiltonian act alike
at every remaining site. -/
theorem deleteSite_mulVec (H : Matrix n n 𝕜) {a : n} {χ : n → 𝕜} (hχ : χ a = 0)
    (i : {i // i ≠ a}) :
    (deleteSite H a *ᵥ fun j : {j // j ≠ a} => χ j) i = (H *ᵥ χ) i := by
  change ∑ j : {j // j ≠ a}, H i j * χ j = ∑ j, H i j * χ j
  have hs : ∑ j ∈ Finset.univ.erase a, H i j * χ j = ∑ j : {j // j ≠ a}, H i j * χ j :=
    Finset.sum_subtype (Finset.univ.erase a) (by simp) (fun j => H i j * χ j)
  have hadd := Finset.add_sum_erase Finset.univ (fun j => H i j * χ j) (Finset.mem_univ a)
  simp only [hχ, mul_zero, zero_add] at hadd
  exact hs.symm.trans hadd
```

Now let this restriction solve the reduced problem at energy $E$, and form the residual $r=H\chi-E\chi$. The previous step gives $r_i=0$ for $i\neq a$ (`off`), so only $r_a$ is in doubt.

Take a state $\psi$ of the level with $\psi_a\neq0$. Since $H$ is Hermitian and $E$ is real, $\psi^\dagger H=E\psi^\dagger$ (`hleft`), and therefore
$$\psi^\dagger r=\psi^\dagger H\chi-E\psi^\dagger\chi=0.$$
This is `pair`. Because $r$ lives only at $a$, the same product equals $\psi_a^*r_a$ (`single`). Hence $r_a=0$, and $\chi$ solves the full problem.

```lean
/-- Let a state `ψ` of the level `E` of a Hermitian `H` have nonzero amplitude at `a`. If `χ`
vanishes at `a` and solves the reduced problem at energy `E`, then it solves the full problem at
energy `E`. -/
theorem solves_full_of_solves_reduced {H : Matrix n n 𝕜} (hH : H.IsHermitian) {E : ℝ} {a : n}
    {ψ χ : n → 𝕜} (hψ : H *ᵥ ψ = (E : 𝕜) • ψ) (ha : ψ a ≠ 0) (hχ : χ a = 0)
    (h : deleteSite H a *ᵥ (fun j : {j // j ≠ a} => χ j)
      = (E : 𝕜) • fun j : {j // j ≠ a} => χ j) :
    H *ᵥ χ = (E : 𝕜) • χ := by
  -- the residual vanishes away from the deleted site
  have off : ∀ i, i ≠ a → (H *ᵥ χ - (E : 𝕜) • χ) i = 0 := by
    intro i hi
    have h' := congrFun h ⟨i, hi⟩
    rw [deleteSite_mulVec H hχ] at h'
    exact sub_eq_zero.2 h'
  -- by Hermiticity the residual is orthogonal to the level state
  have hleft : star ψ ᵥ* H = (E : 𝕜) • star ψ := by
    have h' := Matrix.star_mulVec H ψ
    rw [hH.eq, hψ] at h'
    rw [← h']
    simp [star_smul]
  have pair : star ψ ⬝ᵥ (H *ᵥ χ - (E : 𝕜) • χ) = 0 := by
    rw [dotProduct_sub, Matrix.dotProduct_mulVec, hleft, smul_dotProduct, dotProduct_smul,
      sub_self]
  have single : star ψ ⬝ᵥ (H *ᵥ χ - (E : 𝕜) • χ)
      = star (ψ a) * (H *ᵥ χ - (E : 𝕜) • χ) a :=
    Finset.sum_eq_single a (fun i _ hi => by rw [off i hi, mul_zero]) (by simp)
  rw [single] at pair
  have hres := (mul_eq_zero.1 pair).resolve_left (star_ne_zero.2 ha)
  apply sub_eq_zero.1
  funext i
  by_cases hi : i = a
  · rw [hi]; exact hres
  · exact off i hi
```

## One amplitude, one lost state

Consider the linear map $f:V_E(H)\to\mathbb K$, $f(\psi)=\psi_a$, where $\mathbb K$ is the field `𝕜`. If one state $\psi$ has $\psi_a\neq0$, then $f$ is onto, because $(c/\psi_a)\psi$ has amplitude $c$ at $a$. Rank-nullity gives
$$d_E(H)=1+\dim\ker f.$$

The kernel of $f$ consists of the level states with a node at $a$. Restriction to the other sites, called `g` in the code, sends them to $V_E(H')$. It is injective, since two states that vanish at $a$ and agree elsewhere are equal. It is surjective, since any solution of the reduced problem can be extended by zero, as just shown. So $\dim\ker f=d_E(H')$, and
$$d_E(H')+1=d_E(H).$$

```lean
/-- Deleting a site at which some state of the level `E` has nonzero amplitude lowers the
degeneracy of that level by exactly one. -/
theorem degeneracy_deleteSite {H : Matrix n n 𝕜} (hH : H.IsHermitian) {E : ℝ} {a : n}
    {ψ : n → 𝕜} (hψ : H *ᵥ ψ = (E : 𝕜) • ψ) (ha : ψ a ≠ 0) :
    degeneracy (deleteSite H a) E + 1 = degeneracy H E := by
  -- the amplitude at `a`, as a functional on the level space, is onto
  let f : levelSpace H E →ₗ[𝕜] 𝕜 :=
    (LinearMap.proj (R := 𝕜) (φ := fun _ : n => 𝕜) a).comp (levelSpace H E).subtype
  have hf : LinearMap.range f = ⊤ := LinearMap.range_eq_top.2 fun c =>
    ⟨(c / ψ a) • ⟨ψ, mem_levelSpace.2 hψ⟩, by
      change c / ψ a * ψ a = c
      exact div_mul_cancel₀ c ha⟩
  have h0 : ∀ x : LinearMap.ker f, x.1.1 a = 0 := fun x => LinearMap.mem_ker.1 x.2
  -- its kernel is the level space of the reduced Hamiltonian
  let g : LinearMap.ker f →ₗ[𝕜] levelSpace (deleteSite H a) E :=
    LinearMap.codRestrict _ ((LinearMap.funLeft 𝕜 𝕜 (Subtype.val : {i // i ≠ a} → n)).comp
      ((levelSpace H E).subtype.comp (LinearMap.ker f).subtype)) (fun x => by
        refine mem_levelSpace.2 (funext fun i => ?_)
        refine (deleteSite_mulVec H (h0 x) i).trans ?_
        exact congrFun (mem_levelSpace.1 x.1.2) i)
  have hg : Function.Bijective g := by
    constructor
    · intro x y hxy
      refine Subtype.ext (Subtype.ext (funext fun i => ?_))
      by_cases hi : i = a
      · rw [hi, h0 x, h0 y]
      · exact congrFun (congrArg Subtype.val hxy) ⟨i, hi⟩
    · rintro ⟨φ, hφ⟩
      obtain ⟨χ, hχ, hres⟩ : ∃ χ : n → 𝕜, χ a = 0 ∧ (fun i : {i // i ≠ a} => χ i) = φ :=
        ⟨fun i => if h : i = a then 0 else φ ⟨i, h⟩, dif_pos rfl, funext fun i => dif_neg i.2⟩
      have hfull := solves_full_of_solves_reduced hH hψ ha hχ
        (by rw [hres]; exact mem_levelSpace.1 hφ)
      exact ⟨⟨⟨χ, mem_levelSpace.2 hfull⟩, LinearMap.mem_ker.2 hχ⟩, Subtype.ext hres⟩
  have h1 := (LinearEquiv.ofBijective g hg).finrank_eq
  have h2 := LinearMap.finrank_range_add_finrank_ker f
  rw [hf, finrank_top, Module.finrank_self] at h2
  unfold degeneracy
  omega
```

## A node at the site protects the level

If every state of the level vanishes at $a$, restriction maps all of $V_E(H)$ into $V_E(H')$ and is still injective. Hence $d_E(H)\le d_E(H')$. This direction does not use Hermiticity.

```lean
/-- If every state of the level `E` has a node at `a`, deleting `a` does not lower the
degeneracy of that level. -/
theorem degeneracy_le_of_node (H : Matrix n n 𝕜) {E : ℝ} {a : n}
    (hnode : ∀ ψ : n → 𝕜, H *ᵥ ψ = (E : 𝕜) • ψ → ψ a = 0) :
    degeneracy H E ≤ degeneracy (deleteSite H a) E := by
  have h0 : ∀ x : levelSpace H E, x.1 a = 0 := fun x => hnode _ (mem_levelSpace.1 x.2)
  let g : levelSpace H E →ₗ[𝕜] levelSpace (deleteSite H a) E :=
    LinearMap.codRestrict _ ((LinearMap.funLeft 𝕜 𝕜 (Subtype.val : {i // i ≠ a} → n)).comp
      (levelSpace H E).subtype) (fun x => by
        refine mem_levelSpace.2 (funext fun i => ?_)
        refine (deleteSite_mulVec H (h0 x) i).trans ?_
        exact congrFun (mem_levelSpace.1 x.2) i)
  refine LinearMap.finrank_le_finrank_of_injective (f := g) ?_
  intro x y hxy
  refine Subtype.ext (funext fun i => ?_)
  by_cases hi : i = a
  · rw [hi, h0 x, h0 y]
  · exact congrFun (congrArg Subtype.val hxy) ⟨i, hi⟩
```

The two cases together give the equivalence. A drop by one is incompatible with $d_E(H)\le d_E(H')$, so it requires a state with amplitude at $a$; the converse is the theorem above.

```lean
/-- For a Hermitian Hamiltonian, deleting site `a` lowers the degeneracy of the level `E` by
exactly one if and only if some state of that level has nonzero amplitude at `a`. -/
theorem degeneracy_drops_iff {H : Matrix n n 𝕜} (hH : H.IsHermitian) (E : ℝ) (a : n) :
    degeneracy (deleteSite H a) E + 1 = degeneracy H E ↔
      ∃ ψ : n → 𝕜, H *ᵥ ψ = (E : 𝕜) • ψ ∧ ψ a ≠ 0 := by
  constructor
  · intro h
    by_contra hno
    push Not at hno
    have hle := degeneracy_le_of_node H hno
    omega
  · rintro ⟨ψ, hψ, ha⟩
    exact degeneracy_deleteSite hH hψ ha
```

## Nonbonding orbitals as a kernel

With the Hückel parameter $\alpha$ taken as the zero of energy, nonbonding orbitals are the kernel vectors of $H$. For a real symmetric $H$ with $H\psi=0$ and $\psi_a\neq0$,
$$\dim\ker H'+1=\dim\ker H.$$
A real symmetric matrix is Hermitian, so this is the case $E=0$. The rest of the proof identifies the two level spaces at zero energy with the two kernels.

```lean
/-- If a real symmetric matrix has a kernel vector with nonzero entry at `a`, deleting row and
column `a` lowers the dimension of the kernel by exactly one. -/
theorem nullity_deleteSite {H : Matrix n n ℝ} (hH : H.IsSymm) {a : n} {ψ : n → ℝ}
    (hψ : H *ᵥ ψ = 0) (ha : ψ a ≠ 0) :
    Module.finrank ℝ (LinearMap.ker (deleteSite H a).mulVecLin) + 1
      = Module.finrank ℝ (LinearMap.ker H.mulVecLin) := by
  have hherm : H.IsHermitian := Matrix.IsHermitian.ext fun i j => by simpa using hH.apply i j
  have h := degeneracy_deleteSite hherm (E := 0) (by simp [hψ]) ha
  -- at zero energy the level space is the kernel
  have k1 : levelSpace (deleteSite H a) 0 = LinearMap.ker (deleteSite H a).mulVecLin := by
    refine Submodule.ext fun φ => ?_
    have hz : (RCLike.ofReal (0 : ℝ) : ℝ) • φ = 0 := by
      funext i
      change (RCLike.ofReal (0 : ℝ) : ℝ) * φ i = 0
      rw [RCLike.ofReal_zero]
      exact zero_mul _
    exact ⟨fun h' => LinearMap.mem_ker.2 ((mem_levelSpace.1 h').trans hz),
      fun h' => mem_levelSpace.2 ((LinearMap.mem_ker.1 h').trans hz.symm)⟩
  have k2 : levelSpace H 0 = LinearMap.ker H.mulVecLin := by
    refine Submodule.ext fun φ => ?_
    have hz : (RCLike.ofReal (0 : ℝ) : ℝ) • φ = 0 := by
      funext i
      change (RCLike.ofReal (0 : ℝ) : ℝ) * φ i = 0
      rw [RCLike.ofReal_zero]
      exact zero_mul _
    exact ⟨fun h' => LinearMap.mem_ker.2 ((mem_levelSpace.1 h').trans hz),
      fun h' => mem_levelSpace.2 ((LinearMap.mem_ker.1 h').trans hz.symm)⟩
  have d1 : degeneracy (deleteSite H a) 0
      = Module.finrank ℝ (LinearMap.ker (deleteSite H a).mulVecLin) :=
    congrArg (fun S : Submodule ℝ ({i // i ≠ a} → ℝ) => Module.finrank ℝ S) k1
  have d2 : degeneracy H 0 = Module.finrank ℝ (LinearMap.ker H.mulVecLin) :=
    congrArg (fun S : Submodule ℝ (n → ℝ) => Module.finrank ℝ S) k2
  rw [← d1, ← d2]
  exact h
```

When the level is nondegenerate, $d_E(H)=1$ forces $d_E(H')=0$. The equation $H'\varphi=E\varphi$ then has only the solution $\varphi=0$: the level has disappeared from the spectrum.

```lean
/-- If the level `E` is nondegenerate and its state has nonzero amplitude at `a`, the Hamiltonian
without site `a` has no nonzero state at energy `E`. -/
theorem level_removed {H : Matrix n n 𝕜} (hH : H.IsHermitian) {E : ℝ} {a : n} {ψ : n → 𝕜}
    (hψ : H *ᵥ ψ = (E : 𝕜) • ψ) (ha : ψ a ≠ 0) (hone : degeneracy H E = 1)
    {φ : {i // i ≠ a} → 𝕜} (hφ : deleteSite H a *ᵥ φ = (E : 𝕜) • φ) : φ = 0 := by
  have h := degeneracy_deleteSite hH hψ ha
  have hz : Module.finrank 𝕜 (levelSpace (deleteSite H a) E) = 0 := by
    unfold degeneracy at h hone
    omega
  have hmem := mem_levelSpace.2 hφ
  rw [Submodule.finrank_eq_zero.1 hz] at hmem
  exact (Submodule.mem_bot 𝕜).1 hmem
```

## Allyl worked by hand

Number the three sites 0, 1, 2, and take $\alpha=0$, $\beta=-1$:
$$H=\begin{pmatrix}0&-1&0\\-1&0&-1\\0&-1&0\end{pmatrix}.$$
The equation $H\psi=0$ requires $\psi_1=0$ and $\psi_0+\psi_2=0$. There is one nonbonding orbital, $(1,0,-1)/\sqrt2$, with weight $1/2$ on each end site and none in the middle.

- Deleting site 0 leaves $\begin{pmatrix}0&-1\\-1&0\end{pmatrix}$, with energies $\pm1$. The number of nonbonding orbitals goes from 1 to 0.
- Deleting site 1 leaves two uncoupled sites, both at zero energy. The number goes from 1 to 2, in accordance with the node.

The next theorem verifies the hypotheses of the drop for general real $\alpha$ and $\beta$, using the unnormalised vector $(1,0,-1)$ at energy $\alpha$ and site 0.

```lean
/-- The Hückel matrix of the three-site allyl chain is Hermitian, and `(1, 0, -1)` is a state at
energy `α` with nonzero amplitude at the first site. -/
theorem allyl_witness (α β : ℝ) :
    (!![α, β, 0; β, α, β; 0, β, α] : Matrix (Fin 3) (Fin 3) ℝ).IsHermitian ∧
      !![α, β, 0; β, α, β; 0, β, α] *ᵥ ![1, 0, -1] = α • ![1, 0, -1] ∧
      (![1, 0, -1] : Fin 3 → ℝ) 0 ≠ 0 := by
  refine ⟨?_, ?_, by simp⟩
  · ext i j
    fin_cases i <;> fin_cases j <;> simp [Matrix.conjTranspose_apply]
  · ext i
    fin_cases i <;> simp [Matrix.mulVec, dotProduct, Fin.sum_univ_succ]
```

## One-way hopping breaks the count

The pairing argument relied on Hermiticity, and a two-site matrix shows what can happen without it. Let
$$K=\begin{pmatrix}0&1\\0&0\end{pmatrix},$$
which moves amplitude from site 1 to site 0 and never back.

```lean
/-- Hopping in one direction only, between two sites: a matrix that is not Hermitian. -/
def oneWayHop : Matrix (Fin 2) (Fin 2) ℝ := !![0, 1; 0, 0]
```

The kernel of $K$ is spanned by $(1,0)$, which has nonzero amplitude at site 0. Deleting site 0 leaves the $1\times1$ zero matrix, whose kernel also has dimension one, so nothing is lost. The step that fails is the extension by zero: the reduced solution extends to $(0,1)$, but $K(0,1)^T=(1,0)^T$, a residual that sits at the deleted site and does not vanish.

The proof runs by contradiction. A drop by one would make the kernel of $K$ two-dimensional, hence the whole space, and $(0,1)$ would have to belong to it.

```lean
/-- For one-way hopping, a kernel vector has nonzero amplitude at the first site, yet deleting
that site does not lower the kernel dimension by one. -/
theorem hermiticity_needed :
    oneWayHop *ᵥ ![1, 0] = 0 ∧ (![1, 0] : Fin 2 → ℝ) 0 ≠ 0 ∧
      degeneracy (deleteSite oneWayHop 0) 0 + 1 ≠ degeneracy oneWayHop 0 := by
  refine ⟨?_, by simp, ?_⟩
  · ext i
    fin_cases i <;> simp [oneWayHop, Matrix.mulVec, dotProduct, Fin.sum_univ_succ]
  · intro h
    -- the reduced matrix is zero, so its level space at zero energy is everything
    have hz : deleteSite oneWayHop 0 = 0 := by
      ext ⟨i, hi⟩ ⟨j, hj⟩
      change oneWayHop i j = 0
      fin_cases i <;> fin_cases j <;> simp_all [oneWayHop]
    have htop : levelSpace (deleteSite oneWayHop 0) 0 = ⊤ := by
      refine eq_top_iff.2 fun φ _ => ?_
      rw [mem_levelSpace, hz]
      simp
    have hcard : Fintype.card {i : Fin 2 // i ≠ 0} = 1 := by decide
    unfold degeneracy at h
    rw [htop, finrank_top, Module.finrank_fintype_fun_eq_card, hcard] at h
    have hall : levelSpace oneWayHop 0 = ⊤ :=
      Submodule.eq_top_of_finrank_eq (by rw [← h]; simp)
    have hm : (![0, 1] : Fin 2 → ℝ) ∈ levelSpace oneWayHop 0 := by
      rw [hall]; exact Submodule.mem_top
    have h01 := congrFun (mem_levelSpace.1 hm) 0
    simp [oneWayHop, Matrix.mulVec, dotProduct, Fin.sum_univ_succ] at h01

end

end NonbondingSiteRemoval
```

```lean
#print axioms NonbondingSiteRemoval.degeneracy_deleteSite
#print axioms NonbondingSiteRemoval.degeneracy_drops_iff
#print axioms NonbondingSiteRemoval.level_removed
#print axioms NonbondingSiteRemoval.hermiticity_needed
```

```
'NonbondingSiteRemoval.degeneracy_deleteSite' depends on axioms: [propext, Classical.choice, Quot.sound]
'NonbondingSiteRemoval.degeneracy_drops_iff' depends on axioms: [propext, Classical.choice, Quot.sound]
'NonbondingSiteRemoval.level_removed' depends on axioms: [propext, Classical.choice, Quot.sound]
'NonbondingSiteRemoval.hermiticity_needed' depends on axioms: [propext, Classical.choice, Quot.sound]
```
